# Exact energy conservation for an implicit step with the force averaged along the displacement

Let \(V:\mathbb R^n\to\mathbb R\) be a continuously differentiable potential, and let positions \(q_0,q_1\) and momenta \(p_0,p_1\) of a system with unit masses satisfy, for a step size \(h\),

\[
q_1-q_0=\tfrac h2(p_0+p_1),\qquad p_1-p_0=-h\,G,\qquad
G=\int_0^1\nabla V\bigl(q_0+s(q_1-q_0)\bigr)\,ds .
\]

Then the energy \(H(q,p)=\tfrac12\|p\|^2+V(q)\) is the same before and after the step: \(H(q_1,p_1)=H(q_0,p_0)\). The identity is exact in \(h\), with no remainder term. The scheme is known as the average vector field method.

## Energy drift as a test of the force average and the solver

In a molecular dynamics code that uses this scheme for a smooth potential at constant energy, with forces that are the exact gradient of that potential, any drift in \(H\) comes from solving the implicit equations inexactly, from approximating the integral, or from rounding. The step size by itself contributes nothing.

The first two sources can be measured. Suppose the code replaces \(G\) by some vector \(g\), because of a quadrature rule or because an iteration stopped early, while both update equations hold with that \(g\). The energy error of the step is then \(\langle q_1-q_0,\,G-g\rangle\), where \(\langle\cdot,\cdot\rangle\) is the Euclidean inner product.

## Work along the segment balances the kinetic energy

Define \(\varphi(s)=V(q_0+s(q_1-q_0))\) for \(0\le s\le1\). By the chain rule,

\[
\varphi'(s)=\bigl\langle q_1-q_0,\nabla V(q_0+s(q_1-q_0))\bigr\rangle .
\]

This is continuous in \(s\), so the fundamental theorem of calculus applies. The displacement does not depend on \(s\) and can be taken out of the integral:

\[
\langle q_1-q_0,G\rangle=\int_0^1\varphi'(s)\,ds=\varphi(1)-\varphi(0)=V(q_1)-V(q_0).
\]

For the kinetic energy, expand the product of the sum and the difference of the momenta. The cross terms cancel, and the two update equations give

\[
\tfrac12\|p_1\|^2-\tfrac12\|p_0\|^2
=\tfrac12\langle p_0+p_1,\,p_1-p_0\rangle
=-\tfrac h2\langle p_0+p_1,G\rangle
=-\langle q_1-q_0,G\rangle .
\]

Adding the two results gives \(H(q_1,p_1)-H(q_0,p_0)=0\). Nothing was divided by \(h\), so its sign and size are free. Repeating the argument step by step shows that a trajectory keeps its initial energy even when the step size varies.

The scheme is also symmetric in time. Substituting \(s\to1-s\) shows that \(G\) is unchanged when \(q_0\) and \(q_1\) are exchanged. Changing the sign of both update equations then turns them into the equations of a step of size \(-h\) from \((q_1,p_1)\) to \((q_0,p_0)\).

In one dimension the integral can be done in closed form. If \(q_1\ne q_0\), then \(G=(V(q_1)-V(q_0))/(q_1-q_0)\), and if \(q_1=q_0\), then \(G=V'(q_0)\). No quadrature is needed, although the quotient loses digits to cancellation when the two positions are close.

The quartic oscillator \(V(x)=x^4/4\) with \(h=2\) shows what the averaging does. Between \(0\) and \(1\) the mean gradient is \(\int_0^1s^3\,ds=1/4\), so the move from \((q,p)=(0,3/4)\) to \((1,1/4)\) is a step of the scheme, with energy \(9/32\) at both ends. The implicit midpoint rule uses the gradient at the midpoint instead, which is \((1/2)^3=1/8\). It admits the move from \((0,5/8)\) to \((1,3/8)\), and the energy rises from \(25/128\) to \(41/128\), that is, by \(1/8\).

## The scheme and its energy balance in Lean 4

```lean
import Mathlib

open scoped InnerProductSpace

namespace AveragedForceIntegrator

noncomputable section

variable {E : Type*} [NormedAddCommGroup E] [InnerProductSpace ℝ E] [CompleteSpace E]

/-- The total energy of a particle of unit mass: kinetic energy plus potential energy. -/
def energy (V : E → ℝ) (q p : E) : ℝ := ‖p‖ ^ 2 / 2 + V q

/-- The gradient of the potential averaged over the straight segment from `a` to `b`. -/
def meanGradient (V : E → ℝ) (a b : E) : E :=
  ∫ s in (0 : ℝ)..1, gradient V (a + s • (b - a))

/-- One step of size `h` from `(q₀, p₀)` to `(q₁, p₁)`: the position moves with the mean of the two
momenta, and the momentum changes by `h` times the force averaged along the segment. -/
def IsAVFStep (V : E → ℝ) (h : ℝ) (q₀ p₀ q₁ p₁ : E) : Prop :=
  q₁ - q₀ = (h / 2) • (p₀ + p₁) ∧ p₁ - p₀ = -(h • meanGradient V q₀ q₁)

/-- One step of the implicit midpoint rule: the force is evaluated at the midpoint of the old and
new positions. -/
def IsMidpointStep (V : E → ℝ) (h : ℝ) (q₀ p₀ q₁ p₁ : E) : Prop :=
  q₁ - q₀ = (h / 2) • (p₀ + p₁) ∧
    p₁ - p₀ = -(h • gradient V ((1 / 2 : ℝ) • (q₀ + q₁)))

/-- The inner product of `v` with the gradient is the Fréchet derivative of the potential applied to
`v`. -/
theorem inner_gradient (V : E → ℝ) (x v : E) :
    inner ℝ v (gradient V x) = fderiv ℝ V x v := by
  rw [real_inner_comm]
  exact InnerProductSpace.toDual_symm_apply

/-- The averaged gradient paired with the displacement equals the exact difference of
potential energy between the endpoints. -/
theorem inner_meanGradient {V : E → ℝ} (hV : ContDiff ℝ 1 V) (a b : E) :
    inner ℝ (b - a) (meanGradient V a b) = V b - V a := by
  have hg : Continuous (gradient V) :=
    (InnerProductSpace.toDual ℝ E).symm.continuous.comp (hV.continuous_fderiv (by simp))
  have hc : Continuous (fun s : ℝ => gradient V (a + s • (b - a))) :=
    hg.comp (by fun_prop)
  have hi : Continuous (fun s : ℝ => inner ℝ (b - a) (gradient V (a + s • (b - a)))) :=
    continuous_const.inner hc
  -- chain rule along the segment
  have hd : ∀ s ∈ Set.uIcc (0 : ℝ) 1, HasDerivAt (fun s : ℝ => V (a + s • (b - a)))
      (inner ℝ (b - a) (gradient V (a + s • (b - a)))) s := by
    intro s _
    have h1 : HasDerivAt (fun s : ℝ => s • (b - a)) ((1 : ℝ) • (b - a)) s :=
      (hasDerivAt_id s).smul_const (b - a)
    have h2 : HasDerivAt (fun s : ℝ => a + s • (b - a)) ((1 : ℝ) • (b - a)) s :=
      h1.const_add a
    rw [one_smul] at h2
    have h3 : HasFDerivAt V (fderiv ℝ V (a + s • (b - a))) (a + s • (b - a)) :=
      (hV.differentiable (by simp) (a + s • (b - a))).hasFDerivAt
    rw [inner_gradient]
    exact h3.comp_hasDerivAt s h2
  -- the inner product passes through the integral
  have hL : ∫ s in (0 : ℝ)..1, inner ℝ (b - a) (gradient V (a + s • (b - a)))
      = inner ℝ (b - a) (meanGradient V a b) :=
    (innerSL ℝ (b - a)).intervalIntegral_comp_comm (hc.intervalIntegrable 0 1)
  rw [← hL, intervalIntegral.integral_eq_sub_of_hasDerivAt hd (hi.intervalIntegrable 0 1)]
  simp

omit [CompleteSpace E] in
/-- Energy balance of a step whose momentum update uses an arbitrary effective gradient `g`: the
energy changes by the potential difference minus the pairing of `g` with the displacement. -/
theorem energy_balance (V : E → ℝ) {h : ℝ} {q₀ p₀ q₁ p₁ g : E}
    (hq : q₁ - q₀ = (h / 2) • (p₀ + p₁)) (hp : p₁ - p₀ = -(h • g)) :
    energy V q₁ p₁ - energy V q₀ p₀ = V q₁ - V q₀ - inner ℝ (q₁ - q₀) g := by
  -- twice the kinetic energy difference as the inner product of momentum sum and change
  have hk : inner ℝ (p₀ + p₁) (p₁ - p₀) = ‖p₁‖ ^ 2 - ‖p₀‖ ^ 2 := by
    rw [inner_add_left, inner_sub_right, inner_sub_right, real_inner_self_eq_norm_sq,
      real_inner_self_eq_norm_sq, real_inner_comm p₀ p₁]
    ring
  rw [hp, inner_neg_right, real_inner_smul_right] at hk
  have hw : inner ℝ (q₁ - q₀) g = h / 2 * inner ℝ (p₀ + p₁) g := by
    rw [hq, real_inner_smul_left]
  rw [hw]
  unfold energy
  linear_combination (-1 / 2) * hk

/-- A step with the averaged force conserves the total energy exactly, for every continuously
differentiable potential and every step size. -/
theorem energy_conserved {V : E → ℝ} (hV : ContDiff ℝ 1 V) {h : ℝ} {q₀ p₀ q₁ p₁ : E}
    (hs : IsAVFStep V h q₀ p₀ q₁ p₁) : energy V q₁ p₁ = energy V q₀ p₀ := by
  have hb := energy_balance V hs.1 hs.2
  rw [inner_meanGradient hV] at hb
  linarith

/-- Along a whole trajectory, with step sizes that may vary from step to step, the energy keeps
its initial value. -/
theorem energy_conserved_trajectory {V : E → ℝ} (hV : ContDiff ℝ 1 V) (h : ℕ → ℝ)
    (q p : ℕ → E) (hs : ∀ k, IsAVFStep V (h k) (q k) (p k) (q (k + 1)) (p (k + 1))) (N : ℕ) :
    energy V (q N) (p N) = energy V (q 0) (p 0) := by
  induction N with
  | zero => rfl
  | succ k ih => exact (energy_conserved hV (hs k)).trans ih

/-- The averaged gradient does not depend on the direction in which the segment is traversed. -/
theorem meanGradient_symm (V : E → ℝ) (a b : E) :
    meanGradient V b a = meanGradient V a b := by
  have h := intervalIntegral.integral_comp_sub_left (a := 0) (b := 1)
    (fun s : ℝ => gradient V (a + s • (b - a))) (1 : ℝ)
  rw [sub_self, sub_zero] at h
  refine Eq.trans ?_ h
  refine intervalIntegral.integral_congr fun s _ => ?_
  have hpt : b + s • (a - b) = a + (1 - s) • (b - a) := by module
  change gradient V (b + s • (a - b)) = gradient V (a + (1 - s) • (b - a))
  rw [hpt]

/-- The scheme is symmetric in time: exchanging the old and new states of a step gives a step of
size `-h`. -/
theorem step_reverse {V : E → ℝ} {h : ℝ} {q₀ p₀ q₁ p₁ : E}
    (hs : IsAVFStep V h q₀ p₀ q₁ p₁) : IsAVFStep V (-h) q₁ p₁ q₀ p₀ := by
  obtain ⟨hq, hp⟩ := hs
  constructor
  · rw [← neg_sub q₁ q₀, hq]
    module
  · rw [meanGradient_symm, ← neg_sub p₁ p₀, hp]
    module

/-- The potential `x⁴/4` of a quartic oscillator on the line. -/
def quartic (x : ℝ) : ℝ := x ^ 4 / 4

/-- The gradient of the quartic potential is `x³`. -/
theorem gradient_quartic (x : ℝ) : gradient quartic x = x ^ 3 := by
  have h : HasDerivAt quartic (((4 : ℕ) : ℝ) * x ^ 3 / 4) x :=
    (hasDerivAt_pow 4 x).div_const 4
  have hd : HasDerivAt quartic (x ^ 3) x := h.congr_deriv (by push_cast; ring)
  have hg := inner_gradient quartic x 1
  rw [hd.hasFDerivAt.fderiv] at hg
  simpa using hg

/-- The quartic potential is continuously differentiable, and the move from `(0, 3/4)` to
`(1, 1/4)` is an averaged-force step of size `2` in it. -/
theorem energy_conserved_witness :
    ContDiff ℝ 1 quartic ∧ IsAVFStep quartic 2 0 (3 / 4) 1 (1 / 4) := by
  have hm : meanGradient quartic 0 1 = 1 / 4 := by
    unfold meanGradient
    simp only [gradient_quartic, sub_zero, zero_add, smul_eq_mul, mul_one, integral_pow]
    norm_num
  refine ⟨(contDiff_id.pow 4).div_const 4, ?_, ?_⟩
  · norm_num
  · rw [hm]
    norm_num

/-- The move from `(0, 5/8)` to `(1, 3/8)` is an implicit midpoint step of size `2` in the quartic
potential, and it raises the energy by `1/8`. -/
theorem midpoint_energy_drift :
    IsMidpointStep quartic 2 0 (5 / 8) 1 (3 / 8) ∧
      energy quartic 1 (3 / 8) - energy quartic 0 (5 / 8) = 1 / 8 := by
  refine ⟨⟨?_, ?_⟩, ?_⟩
  · norm_num
  · rw [gradient_quartic]
    norm_num
  · simp only [energy, quartic, Real.norm_eq_abs, sq_abs]
    norm_num

end

end AveragedForceIntegrator
```

```lean
#print axioms AveragedForceIntegrator.energy_conserved
#print axioms AveragedForceIntegrator.energy_conserved_trajectory
#print axioms AveragedForceIntegrator.step_reverse
#print axioms AveragedForceIntegrator.midpoint_energy_drift
```

```
'AveragedForceIntegrator.energy_conserved' depends on axioms: [propext, Classical.choice, Quot.sound]
'AveragedForceIntegrator.energy_conserved_trajectory' depends on axioms: [propext, Classical.choice, Quot.sound]
'AveragedForceIntegrator.step_reverse' depends on axioms: [propext, Classical.choice, Quot.sound]
'AveragedForceIntegrator.midpoint_energy_drift' depends on axioms: [propext, Classical.choice, Quot.sound]
```

## How the Lean statements and proofs follow the calculation

The space `E` is a real Hilbert space. For \(\mathbb R^n\) one takes `EuclideanSpace ℝ (Fin n)`, which carries the Euclidean norm; the plain function type `Fin n → ℝ` carries the maximum norm and does not fit. The definition `energy` is \(H\), and `meanGradient V q₀ q₁` is \(G\). The proposition `IsAVFStep V h q₀ p₀ q₁ p₁` says that the two update equations hold. It is a relation between two states, not a function that computes the new one. The hypothesis `ContDiff ℝ 1 V` says that `V` is continuously differentiable on the whole space. The theorems `inner_meanGradient`, `energy_conserved` and `energy_conserved_trajectory` all assume it, even where the docstring does not repeat it.

The main theorem, `energy_conserved`, reads: if `V` is continuously differentiable and the two states are related by a step of size `h`, their energies are equal. It rests on three lemmas.

- `inner_gradient` identifies the inner product of a vector with the gradient as the directional derivative.
- `inner_meanGradient` is the potential half of the derivation. Its step `hd` is the chain rule for \(\varphi\), `hL` takes the displacement out of the integral, and `intervalIntegral.integral_eq_sub_of_hasDerivAt` is the fundamental theorem of calculus.
- `energy_balance` is the kinetic half, stated for an arbitrary vector `g` in place of \(G\). Its step `hk` is the product of momentum sum and momentum difference, `hw` inserts the position update, and `linear_combination` collects the terms. Together with `inner_meanGradient` it gives the error formula for an approximate force average.

The proof of `energy_conserved` puts the potential difference into the balance, where everything cancels. The theorem `energy_conserved_trajectory` extends this by induction to sequences `q` and `p` in which step `k` has its own size `h k`. It assumes a valid step for every natural number `k`; a finite run fits, since it can be continued with steps of size zero that leave the state unchanged.

Time symmetry is `step_reverse`, which uses the substitution \(s\to1-s\) from `meanGradient_symm`. The two numerical examples are `energy_conserved_witness` and `midpoint_energy_drift`; they use `gradient_quartic`, which computes the gradient \(x^3\).

## Steps and potentials to which conservation applies

Conservation holds for every pair of states that solves the update equations exactly. Whether a solution exists for a given initial state and step size, whether it is unique, and whether an iteration finds it are separate questions for the solver. The arithmetic is that of real numbers, so rounding errors come on top.

Conserved energy does not make a trajectory accurate. The theorems give no bound on the distance to the true solution of Newton's equations, and a step far too large to resolve a vibration still conserves \(H\) if it solves the equations.

The smoothness condition stands for a force that is defined everywhere and varies continuously with position. A force that jumps at a cutoff radius violates it, and so does a Lennard-Jones or Coulomb potential, which is singular where two particles meet. The derivation by hand uses \(V\) only near the segment from \(q_0\) to \(q_1\), so for these singular potentials it still holds for a step whose segment contains no configuration in which two particles meet. The Lean theorems do not cover that case.

Unit masses are built into `energy` and `IsAVFStep`. Other positive masses \(m_i\) are brought to this form by mass-weighted coordinates, with positions multiplied by \(\sqrt{m_i}\) and momenta divided by it. Thermostats, holonomic constraints and time-dependent potentials would change the update equations or the energy, and the theorems do not treat them.
